# A ring that contains one fermionic mode is a ring of 2×2 matrices

To put a fermionic mode on a qubit, one writes every operator as a 2×2 block matrix whose blocks commute with that mode. Such a form exists in any ring with elements a and b that satisfy a² = 0, b² = 0 and ab + ba = 1, and it respects sums and products.

```lean
import Mathlib

open Matrix

namespace FermionMatrixUnits

variable {R : Type*} [Ring R] {a b : R}

/-- One fermionic mode in a ring: `a` and `b` square to zero and their anticommutator is one. -/
structure FermionMode (a b : R) : Prop where
  a_sq : a * a = 0
  b_sq : b * b = 0
  anticomm : a * b + b * a = 1

/-- The four products `ab`, `a`, `b`, `ba` arranged in a 2x2 array. -/
def units (a b : R) : Matrix (Fin 2) (Fin 2) R := !![a * b, a; b, b * a]

/-- The matrix entry `x_ij = ∑ k, E_ki x E_jk` of an operator `x`, where `E` is the array
`units a b`. -/
def component (a b x : R) (i j : Fin 2) : R :=
  ∑ k, units a b k i * x * units a b j k

/-- The operator `ab - ba`, which for a fermionic mode is the parity `1 - 2ba`. -/
def parity (a b : R) : R := a * b - b * a

/-- For a fermionic mode, `aba = a` and `bab = b`. -/
theorem FermionMode.sandwich (h : FermionMode a b) : a * b * a = a ∧ b * a * b = b := by
  constructor
  · linear_combination (norm := noncomm_ring) h.anticomm * a - b * h.a_sq
  · linear_combination (norm := noncomm_ring) h.anticomm * b - a * h.b_sq

/-- For a fermionic mode, `ab`, `a`, `b`, `ba` multiply as 2x2 matrix units,
and the two diagonal ones add up to one. -/
theorem FermionMode.matrix_units (h : FermionMode a b) :
    (∀ i j k l, units a b i j * units a b k l = if j = k then units a b i l else 0) ∧
      ∑ i, units a b i i = 1 := by
  have h1 : a * (b * a) = a := by rw [← mul_assoc, h.sandwich.1]
  have h2 : b * (a * b) = b := by rw [← mul_assoc, h.sandwich.2]
  have h3 : ∀ x, a * (a * x) = 0 := fun x => by rw [← mul_assoc, h.a_sq, zero_mul]
  have h4 : ∀ x, b * (b * x) = 0 := fun x => by rw [← mul_assoc, h.b_sq, zero_mul]
  constructor
  · intro i j k l
    fin_cases i <;> fin_cases j <;> fin_cases k <;> fin_cases l <;>
      simp [units, mul_assoc, h1, h2, h3, h4, h.a_sq, h.b_sq]
  · simp [units, Fin.sum_univ_two, h.anticomm]

/-- For a fermionic mode, multiplying the entry `x_ij` by the matrix unit `E_pq` from either side
gives `E_pi x E_jq`. -/
theorem FermionMode.component_units (h : FermionMode a b) (x : R) (i j p q : Fin 2) :
    component a b x i j * units a b p q = units a b p i * x * units a b j q ∧
      units a b p q * component a b x i j = units a b p i * x * units a b j q := by
  have hr : ∀ k, units a b k i * x * units a b j k * units a b p q =
      if k = p then units a b k i * x * units a b j q else 0 := by
    intro k
    rw [mul_assoc, h.matrix_units.1]
    split_ifs <;> simp
  have hl : ∀ k, units a b p q * (units a b k i * x * units a b j k) =
      if q = k then units a b p i * x * units a b j k else 0 := by
    intro k
    rw [← mul_assoc, ← mul_assoc, h.matrix_units.1]
    split_ifs <;> simp
  constructor
  · simp only [component, Finset.sum_mul, hr, Finset.sum_ite_eq', Finset.mem_univ, if_true]
  · simp only [component, Finset.mul_sum, hl, Finset.sum_ite_eq, Finset.mem_univ, if_true]

/-- For a fermionic mode, the matrix entries of any operator commute with `a` and `b`. -/
theorem FermionMode.component_mem (h : FermionMode a b) (x : R) (i j : Fin 2) :
    component a b x i j ∈ Subring.centralizer {a, b} := by
  have key := fun p q =>
    (h.component_units x i j p q).2.trans (h.component_units x i j p q).1.symm
  simp only [Subring.mem_centralizer_iff, Set.mem_insert_iff, Set.mem_singleton_iff,
    forall_eq_or_imp, forall_eq]
  exact ⟨key 0 1, key 1 0⟩

/-- For a fermionic mode, the entries of a product of operators follow the rule of matrix
multiplication. -/
theorem FermionMode.component_mul (h : FermionMode a b) (x y : R) (i j : Fin 2) :
    component a b (x * y) i j = ∑ m, component a b x i m * component a b y m j := by
  have T : ∀ m, component a b x i m * component a b y m j =
      ∑ l, units a b l i * x * units a b m m * y * units a b j l := by
    intro m
    rw [show component a b y m j = ∑ k, units a b k m * y * units a b j k from rfl,
      Finset.mul_sum]
    refine Finset.sum_congr rfl fun l _ => ?_
    rw [← mul_assoc, ← mul_assoc, (h.component_units x i m l m).1]
  simp only [T]
  rw [Finset.sum_comm]
  refine Finset.sum_congr rfl fun l _ => ?_
  -- the sum over `m` is a resolution of the identity between `x` and `y`
  rw [← Finset.sum_mul, ← Finset.sum_mul, ← Finset.mul_sum, h.matrix_units.2, mul_one,
    mul_assoc (units a b l i) x y]

/-- For a fermionic mode, coefficients `c_pq` that commute with `a` and `b` are recovered as the
matrix entries of the operator `∑ c_pq E_pq`. -/
theorem FermionMode.component_sum (h : FermionMode a b) (c : Fin 2 → Fin 2 → R)
    (hc : ∀ p q, c p q ∈ Subring.centralizer {a, b}) (i j : Fin 2) :
    component a b (∑ p, ∑ q, c p q * units a b p q) i j = c i j := by
  have comm : ∀ p q k l, c p q * units a b k l = units a b k l * c p q := by
    intro p q k l
    have hm := Subring.mem_centralizer_iff.mp (hc p q)
    have ha : Commute (c p q) a := (hm a (by simp)).symm
    have hb : Commute (c p q) b := (hm b (by simp)).symm
    fin_cases k <;> fin_cases l
    exacts [ha.mul_right hb, ha, hb, hb.mul_right ha]
  have T : ∀ k p q, units a b k i * (c p q * units a b p q) * units a b j k =
      if q = j then (if i = p then c p q * units a b k k else 0) else 0 := by
    intro k p q
    rw [← mul_assoc, ← comm, mul_assoc (c p q), mul_assoc (c p q)]
    by_cases h1 : i = p <;> by_cases h2 : q = j <;> simp [h.matrix_units.1, h1, h2]
  simp only [component, Finset.mul_sum, Finset.sum_mul, T, Finset.sum_ite_eq,
    Finset.sum_ite_eq', Finset.mem_univ, if_true]
  rw [← Finset.mul_sum, h.matrix_units.2, mul_one]

/-- For a fermionic mode, the ring isomorphism that sends an operator to the 2x2 matrix of its
entries, which lie in the subring of elements commuting with `a` and `b`. -/
def FermionMode.matrixEquiv (h : FermionMode a b) :
    R ≃+* Matrix (Fin 2) (Fin 2) (Subring.centralizer ({a, b} : Set R)) where
  toFun x := Matrix.of fun i j => ⟨component a b x i j, h.component_mem x i j⟩
  invFun M := ∑ i, ∑ j, (M i j : R) * units a b i j
  left_inv x := by
    change ∑ i, ∑ j, component a b x i j * units a b i j = x
    have hx := fun i j => (h.component_units x i j i j).1
    simp only [hx, ← Finset.mul_sum, h.matrix_units.2, mul_one, ← Finset.sum_mul, one_mul]
  right_inv M := Matrix.ext fun i j => Subtype.ext
    (h.component_sum (fun p q => (M p q : R)) (fun p q => (M p q).2) i j)
  map_mul' x y := by
    refine Matrix.ext fun i j => Subtype.ext ?_
    simpa [Matrix.mul_apply, Fin.sum_univ_two] using h.component_mul x y i j
  map_add' x y := by
    refine Matrix.ext fun i j => Subtype.ext ?_
    simp [component, mul_add, add_mul, Finset.sum_add_distrib]

/-- A ring with a fermionic mode `a`, `b` is isomorphic to the 2x2 matrices over the subring
commuting with the mode; `a` and `b` become the two off-diagonal matrix units, and each element
`c` of the subring becomes `c` times the identity. -/
theorem FermionMode.exists_matrix_iso (h : FermionMode a b) :
    ∃ φ : R ≃+* Matrix (Fin 2) (Fin 2) (Subring.centralizer ({a, b} : Set R)),
      φ a = !![0, 1; 0, 0] ∧ φ b = !![0, 0; 1, 0] ∧
        ∀ c : Subring.centralizer ({a, b} : Set R), φ (c : R) = !![c, 0; 0, c] := by
  have key : ∀ (x : R) (M : Matrix (Fin 2) (Fin 2) (Subring.centralizer ({a, b} : Set R))),
      x = ∑ i, ∑ j, (M i j : R) * units a b i j → h.matrixEquiv x = M := by
    intro x M hx
    apply h.matrixEquiv.symm.injective
    rw [RingEquiv.symm_apply_apply]
    exact hx
  refine ⟨h.matrixEquiv, key _ _ ?_, key _ _ ?_, fun c => key _ _ ?_⟩
  · simp [Fin.sum_univ_two, units]
  · simp [Fin.sum_univ_two, units]
  · simp [Fin.sum_univ_two, units, ← mul_add, h.anticomm]

/-- Over any ring, the two off-diagonal 2x2 matrix units form a fermionic mode. -/
theorem fermionMode_witness (S : Type*) [Ring S] :
    FermionMode (!![0, 1; 0, 0] : Matrix (Fin 2) (Fin 2) S) !![0, 0; 1, 0] := by
  constructor <;> ext i j <;> fin_cases i <;> fin_cases j <;>
    simp [Matrix.mul_apply, Fin.sum_univ_two]

/-- Over any ring, a 2x2 matrix commutes with both off-diagonal matrix units exactly when it is
a ring element times the identity. -/
theorem mem_centralizer_iff_scalar {S : Type*} [Ring S] (X : Matrix (Fin 2) (Fin 2) S) :
    X ∈ Subring.centralizer {!![0, 1; 0, 0], !![0, 0; 1, 0]} ↔ ∃ s, X = !![s, 0; 0, s] := by
  simp only [Subring.mem_centralizer_iff, Set.mem_insert_iff, Set.mem_singleton_iff,
    forall_eq_or_imp, forall_eq]
  constructor
  · rintro ⟨hA, hB⟩
    have h1 := congrFun (congrFun hA 0) 0
    have h2 := congrFun (congrFun hA 0) 1
    have h3 := congrFun (congrFun hB 1) 1
    simp [Matrix.mul_apply, Fin.sum_univ_two] at h1 h2 h3
    refine ⟨X 0 0, ?_⟩
    ext i j
    fin_cases i <;> fin_cases j <;> simp [h1, h2, h3]
  · rintro ⟨s, rfl⟩
    constructor <;> ext i j <;> fin_cases i <;> fin_cases j <;>
      simp [Matrix.mul_apply, Fin.sum_univ_two]

/-- Jordan-Wigner dressing: if `c` anticommutes with both operators of a fermionic mode, then
parity times `c` commutes with them, and dressing both factors of a product `cd` leaves the
product unchanged. -/
theorem FermionMode.jordanWigner_dressing (h : FermionMode a b) {c : R}
    (hac : a * c + c * a = 0) (hbc : b * c + c * b = 0) :
    parity a b * c ∈ Subring.centralizer {a, b} ∧
      ∀ d, (parity a b * c) * (parity a b * d) = c * d := by
  obtain ⟨h1, h2⟩ := h.sandwich
  -- parity anticommutes with the mode
  have haz : a * parity a b = -a := by
    unfold parity
    linear_combination (norm := noncomm_ring) h.a_sq * b - h1
  have hza : parity a b * a = a := by
    unfold parity
    linear_combination (norm := noncomm_ring) h1 - b * h.a_sq
  have hbz : b * parity a b = b := by
    unfold parity
    linear_combination (norm := noncomm_ring) h2 - h.b_sq * a
  have hzb : parity a b * b = -b := by
    unfold parity
    linear_combination (norm := noncomm_ring) a * h.b_sq - h2
  -- parity squares to one and commutes with `c`
  have hzz : parity a b * parity a b = 1 := by
    have e : parity a b * parity a b = parity a b * a * b - parity a b * b * a := by
      conv_lhs => rw [show parity a b * parity a b = parity a b * (a * b - b * a) from rfl]
      rw [mul_sub, mul_assoc, mul_assoc]
    rw [e, hza, hzb, neg_mul, sub_neg_eq_add, h.anticomm]
  have hzc : parity a b * c = c * parity a b := by
    unfold parity
    linear_combination (norm := noncomm_ring) a * hbc - hac * b - b * hac + hbc * a
  constructor
  · simp only [Subring.mem_centralizer_iff, Set.mem_insert_iff, Set.mem_singleton_iff,
      forall_eq_or_imp, forall_eq]
    constructor
    · linear_combination (norm := noncomm_ring) haz * c - parity a b * hac + hza * c
    · linear_combination (norm := noncomm_ring) hbz * c - parity a b * hbc + hzb * c
  · intro d
    calc (parity a b * c) * (parity a b * d)
        = (c * parity a b) * (parity a b * d) := by rw [hzc]
      _ = c * (parity a b * parity a b) * d := by simp only [mul_assoc]
      _ = c * d := by rw [hzz, mul_one]

end FermionMatrixUnits
```

```lean
#print axioms FermionMatrixUnits.FermionMode.exists_matrix_iso
#print axioms FermionMatrixUnits.mem_centralizer_iff_scalar
#print axioms FermionMatrixUnits.FermionMode.jordanWigner_dressing
```

```
'FermionMatrixUnits.FermionMode.exists_matrix_iso' depends on axioms: [propext, Classical.choice, Quot.sound]
'FermionMatrixUnits.mem_centralizer_iff_scalar' depends on axioms: [propext, Classical.choice, Quot.sound]
'FermionMatrixUnits.FermionMode.jordanWigner_dressing' depends on axioms: [propext, Quot.sound]
```

## The mode and its blocks

In the physical case a annihilates a fermion in the chosen mode and b is the creation operator, usually written a†. The structure `FermionMode a b` contains the three relations and nothing else. R can be any ring in which such a pair exists, finite or infinite, and no Hilbert space is assumed. Unless 1 = 0 in R, the ring is noncommutative, since ab = ba would give 1 = (2ab)² = 4a²b² = 0.

The blocks come from `Subring.centralizer {a, b}`, called C below: all elements of R that commute with both a and b. The theorem `FermionMode.exists_matrix_iso` says that there is a ring isomorphism φ from R to the 2×2 matrices over C, with

φ(a) = [[0, 1], [0, 0]], φ(b) = [[0, 0], [1, 0]],

and φ(c) = c times the identity for every c in C. Rows and columns are numbered 0 and 1, for the empty and the occupied mode, so ba, the number operator, becomes diag(0, 1).

The array `units a b` has the entries

E_00 = ab, E_01 = a, E_10 = b, E_11 = ba.

These are matrix units, which doesn't mean invertible elements. The block of an operator x at position i, j is `component a b x i j`:

x_ij = Σ_k E_ki x E_jk.

The relations don't say that b is the adjoint of a, since R has no adjoint operation. For operators on a Hilbert space with b = a†, φ also turns adjoints into conjugate transposes: then E_ij† = E_ji, and so (x_ij)† = (x†)_ji. The Lean code doesn't include this step.

## From three relations to an isomorphism

Multiply ab + ba = 1 from the right by a, and then by b. Since a² = b² = 0, this gives

aba = a, bab = b.

This is `FermionMode.sandwich`; each `linear_combination` there names the relation that is multiplied and the square that drops out.

The products of the four E's now follow:

E_ij E_kl = E_il if j = k, and 0 otherwise.

For example, E_00 E_01 = aba = a = E_01, while E_00 E_10 = ab² = 0. Every product with j ≠ k contains a² or b². The diagonal sum E_00 + E_11 is ab + ba = 1. In `FermionMode.matrix_units`, `fin_cases` runs through all sixteen products and `simp` reduces each with these rules.

Next, multiply a block by a matrix unit. On either side only one term of the sum over k survives:

x_ij E_pq = E_pi x E_jq = E_pq x_ij.

This is `FermionMode.component_units`. With E_pq = a and E_pq = b it shows that x_ij commutes with both, so it lies in C, as `FermionMode.component_mem` states.

For a product of operators, use the same rule in the form x_im E_lm = E_li x E_mm:

Σ_m x_im y_mj = Σ_m Σ_l x_im E_lm y E_jl

= Σ_l E_li x (Σ_m E_mm) y E_jl

= Σ_l E_li x y E_jl = (xy)_ij.

The inner sum is a resolution of the identity. `FermionMode.component_mul` exchanges the two sums with `Finset.sum_comm` and then replaces the inner one by 1. Sums of operators give sums of blocks because x_ij is additive in x.

The blocks determine the operator:

Σ_i Σ_j x_ij E_ij = Σ_i Σ_j E_ii x E_jj = x.

Conversely, take any coefficients c_pq in C and form y = Σ_p Σ_q c_pq E_pq. The coefficients commute with every matrix unit, so

y_ij = Σ_k Σ_p Σ_q c_pq E_ki E_pq E_jk = Σ_k c_ij E_kk = c_ij.

This is `FermionMode.component_sum`. The two calculations are the fields `left_inv` and `right_inv` of `FermionMode.matrixEquiv`, which assembles the isomorphism. The images of a, b and c can then be read off from the expansions a = E_01, b = E_10 and c = c E_00 + c E_11; the auxiliary statement `key` says that such an expansion fixes the matrix.

## Starting from matrices

The relations can be met over any ring S: `fermionMode_witness` checks them for the two off-diagonal matrix units. The theorem `mem_centralizer_iff_scalar` finds what commutes with that pair. For a matrix X, commuting with [[0, 1], [0, 0]] forces X_10 = 0 and X_00 = X_11, and commuting with [[0, 0], [1, 0]] forces X_01 = 0. Hence X is an element s of S times the identity, and every such matrix commutes with both. The blocks are therefore the elements of S times the identity, and they form a copy of the ring S that one started with. The proof reads off the same matrix entries.

## Operators of the other modes

A creation or annihilation operator c of another mode anticommutes with a and b, so in general it is not in C. The Jordan-Wigner remedy is a factor of the parity P = ab − ba, called `parity a b`. It is the parity of this one mode, not of the whole system. From the relations above,

aP = −a, Pa = a, bP = b, Pb = −b,

P² = (Pa)b − (Pb)a = ab + ba = 1.

Moving c past ab or ba changes the sign twice, so Pc = cP. Then

a(Pc) = −ac = −Pac = (Pc)a,

b(Pc) = bc = −Pbc = (Pc)b,

and Pc lies in C. For any d in R,

(Pc)(Pd) = cP²d = cd.

`FermionMode.jordanWigner_dressing` proves both statements along these lines. If d anticommutes with a and b too, the dressed operators Pc and Pd have the same anticommutator as c and d.

Since φ(P) = diag(1, −1) and c = P(Pc), the operator c becomes diag(Pc, −Pc): a Pauli Z on the new qubit times an operator on the rest. This is how the strings of Z in the Jordan-Wigner encoding of electronic-structure Hamiltonians begin, though the theorems split off a single mode and leave the repetition over all modes to the reader.
